# For one parent determinant, heat-bath generation allows the largest time step with every spawning ratio at most one

Take a walker on a determinant that is coupled to two others, with couplings 3 and −1 in some energy unit. The first is generated with probability p and the second with probability 1 − p, where 0 < p < 1. The ratios of coupling strength to generation probability are

3/p and 1/(1 − p).

Raising p lowers the first ratio and raises the second. The larger of the two is therefore smallest where they are equal, at p = 3/4, and both ratios are then 4 = 3 + 1. At p = 1/2 the ratios are 6 and 2. For time step τ, the spawning ratio of an attempt is τ times the ratio above, so keeping both spawning ratios at most one allows τ = 1/4 in the first case and only τ = 1/6 in the second.

The same balance holds for any finite number of nonzero couplings. The worst ratio is never below the sum of the absolute couplings, and it reaches that sum only when the probabilities are proportional to them. For full configuration interaction quantum Monte Carlo (FCIQMC) this fixes the largest time step at which no single attempt from a given parent has a spawning ratio above one, in a model that leaves out the diagonal death and cloning step and the cost of generation.

## Couplings, probabilities and ratios

Let j label the determinants connected to one fixed parent. Write h_j for the real Hamiltonian matrix element between the parent and j, and p_j for the probability that an attempt selects j. Define

S = ∑_j |h_j|,  W = max_j |h_j|/p_j.

In the code the labels form a finite type `ι`, and `h` and `p` are real functions on it.

```lean
import Mathlib

open Finset

namespace HeatBathSpawning

noncomputable section

variable {ι : Type*} [Fintype ι]
```

The conditions on the probabilities are collected in `IsGenerator`: each is strictly positive, and they sum to one.

```lean
/-- Generation probabilities: every connected determinant is reached with positive
probability, and the probabilities sum to one. -/
structure IsGenerator (p : ι → ℝ) : Prop where
  pos : ∀ j, 0 < p j
  sum_one : ∑ j, p j = 1
```

The sum S is `totalCoupling h`.

```lean
/-- The sum of the absolute couplings to all connected determinants. -/
def totalCoupling (h : ι → ℝ) : ℝ := ∑ j, |h j|
```

Heat-bath generation here means the exact distribution p_j = |h_j|/S. A factorised or approximate scheme that goes by the same name attains the optimum below only if its probabilities coincide with these.

```lean
/-- Heat-bath generation: each determinant is chosen with probability `|h j|` divided by
the total coupling. -/
def heatBath (h : ι → ℝ) (j : ι) : ℝ := |h j| / totalCoupling h
```

For a parent walker of unit weight that makes one attempt per time step, the spawning ratio is τ|h_j|/p_j. It uses the absolute coupling, because the sign of h_j affects the sign of the spawned walker and not how many are spawned.

```lean
/-- The spawning ratio `τ |h j| / p j` for an attempt onto determinant `j`
with time step `τ`. -/
def spawnRatio (τ : ℝ) (h p : ι → ℝ) (j : ι) : ℝ := τ * |h j| / p j
```

The worst ratio W is `worstRatio h p`, a maximum over a finite nonempty set.

```lean
/-- The largest value of `|h j| / p j` over the connected determinants. -/
def worstRatio [Nonempty ι] (h p : ι → ℝ) : ℝ :=
  univ.sup' univ_nonempty (fun j => |h j| / p j)
```

## A finite, nonempty set of connected determinants

A finite one-particle basis gives finitely many determinants, and nonemptiness says that the parent is coupled to something. By hand, this is what makes W a maximum attained at some j, which matters when the largest time step is identified. The code assumes `[Nonempty ι]` because `sup'` needs a nonempty set. With no connected determinants there would be no ratio to maximise, and no probabilities could sum to one. With exactly one, normalisation forces p = 1 and W = S = |h|, so there is nothing to optimise.

Nonemptiness also enters the first lemma: a sum of positive terms over a nonempty set is positive, so S > 0.

```lean
variable [Nonempty ι]

/-- The total coupling is positive when all couplings are nonzero. -/
theorem totalCoupling_pos {h : ι → ℝ} (hh : ∀ j, h j ≠ 0) : 0 < totalCoupling h :=
  Finset.sum_pos (fun j _ => abs_pos.mpr (hh j)) univ_nonempty
```

## Nonzero couplings

The hypothesis `hh : ∀ j, h j ≠ 0` says that the list contains only determinants onto which the parent can actually spawn. It makes S positive, so that division by S is legitimate, and it makes every heat-bath probability positive. These probabilities sum to one because

∑_j |h_j|/S = S/S = 1.

```lean
/-- For nonzero couplings the heat-bath probabilities are positive and sum to one. -/
theorem heatBath_isGenerator {h : ι → ℝ} (hh : ∀ j, h j ≠ 0) :
    IsGenerator (heatBath h) where
  pos j := div_pos (abs_pos.mpr (hh j)) (totalCoupling_pos hh)
  sum_one := by
    unfold heatBath
    rw [← Finset.sum_div]
    exact div_self (totalCoupling_pos hh).ne'
```

Suppose instead that the couplings are 3 and 0. A strictly positive generator has probabilities 1 − ε and ε with 0 < ε < 1, and its worst ratio is 3/(1 − ε). This comes as close to S = 3 as desired without reaching it, so there is no best generator and no largest time step, only a least upper bound 1/3. Removing the uncoupled determinant from the list restores the optimum. If all couplings vanish, every time step is allowed and none is largest.

## Every connected determinant can be generated

Positivity of p_j means that no coupled determinant is left out of the sampling. If one were, the parent would never spawn onto it, although the matrix element between them is nonzero. In the derivation, positivity allows the definition of W to be multiplied through by p_j:

|h_j|/p_j ≤ W, hence |h_j| ≤ W p_j.

The lemma `coupling_le` does this: `le_sup'` supplies the first inequality and `div_le_iff₀` the second, using `hp.pos j`.

```lean
/-- Each coupling is bounded by the worst ratio times its generation probability. -/
theorem coupling_le (h : ι → ℝ) {p : ι → ℝ} (hp : IsGenerator p) (j : ι) :
    |h j| ≤ worstRatio h p * p j :=
  (div_le_iff₀ (hp.pos j)).mp
    (Finset.le_sup' (fun j => |h j| / p j) (Finset.mem_univ j))
```

Without positivity the formal inequality would fail. Lean sets division by zero to zero, so couplings 3 and −1 with probabilities 1 and 0 would give a worst ratio of 3, below S = 4.

## Probabilities that sum to one

Normalisation says that each attempt selects exactly one connected determinant. It enters when the termwise inequalities are added:

S = ∑_j |h_j| ≤ ∑_j W p_j = W ∑_j p_j = W.

The `calc` block has the same two steps, and `hp.sum_one` closes the second. This lower bound needs no condition on the couplings.

```lean
/-- For every generator the worst ratio is at least the total coupling. -/
theorem totalCoupling_le_worstRatio (h : ι → ℝ) {p : ι → ℝ} (hp : IsGenerator p) :
    totalCoupling h ≤ worstRatio h p := by
  calc totalCoupling h ≤ ∑ j, worstRatio h p * p j :=
        Finset.sum_le_sum (fun j _ => coupling_le h hp j)
    _ = worstRatio h p := by rw [← Finset.mul_sum, hp.sum_one, mul_one]
```

Without normalisation, doubling all p_j would halve W, and no positive lower bound in terms of S alone could hold. If some attempts select nothing, so that the probabilities sum to P with 0 < P < 1, the same addition gives S ≤ W P, and for nonzero couplings W is then strictly larger than S.

Normalisation also settles the case of equality. If W = S, then

∑_j (W p_j − |h_j|) = W − S = 0.

Every term is nonnegative, so every term is zero, and p_j = |h_j|/W = |h_j|/S. Conversely, if p_j = |h_j|/S, then each ratio |h_j|/p_j equals S, and so does their maximum.

In the proof, `Finset.sum_eq_sum_iff_of_le` turns equal sums of ordered terms into termwise equalities. For the converse, `Finset.sup'_le` bounds the maximum by bounding each ratio, and the previous theorem supplies the other inequality.

```lean
/-- For nonzero couplings, the worst ratio of a generator equals the total coupling exactly when the
generator is heat-bath. -/
theorem worstRatio_eq_iff_heatBath {h p : ι → ℝ} (hh : ∀ j, h j ≠ 0)
    (hp : IsGenerator p) : worstRatio h p = totalCoupling h ↔ p = heatBath h := by
  have hS := totalCoupling_pos hh
  constructor
  · intro hW
    -- termwise inequalities with equal sums are termwise equalities
    have hsum : ∑ j, |h j| = ∑ j, worstRatio h p * p j := by
      rw [← Finset.mul_sum, hp.sum_one, mul_one, hW]
      rfl
    have heq := (Finset.sum_eq_sum_iff_of_le (fun j _ => coupling_le h hp j)).mp hsum
    funext j
    have hj := heq j (Finset.mem_univ j)
    rw [hW] at hj
    unfold heatBath
    rw [eq_div_iff hS.ne']
    linarith
  · intro hpe
    refine le_antisymm ?_ (totalCoupling_le_worstRatio h hp)
    -- every heat-bath ratio equals the total coupling
    refine Finset.sup'_le _ _ (fun j _ => ?_)
    rw [div_le_iff₀ (hp.pos j), hpe]
    unfold heatBath
    rw [mul_div_cancel₀ _ hS.ne']
```

Proportionality is the same condition. If p_j = c|h_j| for some constant c, summing over j gives 1 = cS, so c = 1/S. The formal statement asks only for some real `c`; its value and its sign follow from normalisation, through `hcS`.

```lean
/-- For nonzero couplings, the worst ratio equals the total coupling if and only if the generation
probabilities are proportional to the absolute couplings. -/
theorem worstRatio_eq_iff_proportional {h p : ι → ℝ} (hh : ∀ j, h j ≠ 0)
    (hp : IsGenerator p) :
    worstRatio h p = totalCoupling h ↔ ∃ c : ℝ, ∀ j, p j = c * |h j| := by
  have hS := totalCoupling_pos hh
  rw [worstRatio_eq_iff_heatBath hh hp]
  constructor
  · intro hpe
    refine ⟨1 / totalCoupling h, fun j => ?_⟩
    rw [hpe]
    unfold heatBath
    ring
  · rintro ⟨c, hc⟩
    -- normalisation fixes the constant of proportionality
    have hcS : c * totalCoupling h = 1 := by
      unfold totalCoupling
      rw [Finset.mul_sum, ← hp.sum_one]
      exact Finset.sum_congr rfl (fun j _ => (hc j).symm)
    funext j
    unfold heatBath
    rw [eq_div_iff hS.ne', hc j]
    linear_combination |h j| * hcS
```

## Spawning ratios at most one

The bound τ|h_j|/p_j ≤ 1 means that the ratio can be read as the probability of spawning one walker of unit weight. Above one, an attempt may have to create several walkers or one of larger weight. Such events leave the expected spawned weight unchanged, but large ones can make the population fluctuate strongly. The bound is a requirement placed on the time step, not a law that the dynamics imposes.

For a fixed generator, the requirement for all j is

τ |h_j|/p_j ≤ 1 for all j, which is equivalent to τ W ≤ 1.

Since W ≥ S > 0, the largest allowed τ is 1/W. In Lean, `IsGreatest` has two parts: 1/W belongs to the set of allowed steps, and no member exceeds it. The first part uses `coupling_le`. The second picks a determinant at which the maximum is attained, by `Finset.exists_mem_eq_sup'`, and applies the bound there. The set also contains zero and negative values of τ, which do not affect its greatest element.

```lean
/-- For nonzero couplings and a given generator, the largest time step that keeps all spawning
ratios at most one is the inverse of the worst ratio. -/
theorem largest_time_step {h p : ι → ℝ} (hh : ∀ j, h j ≠ 0) (hp : IsGenerator p) :
    IsGreatest {τ : ℝ | ∀ j, spawnRatio τ h p j ≤ 1} (1 / worstRatio h p) := by
  have hW : 0 < worstRatio h p :=
    lt_of_lt_of_le (totalCoupling_pos hh) (totalCoupling_le_worstRatio h hp)
  constructor
  · intro j
    unfold spawnRatio
    rw [div_le_one (hp.pos j), one_div_mul_eq_div, div_le_iff₀ hW]
    linarith [coupling_le h hp j]
  · intro τ hτ
    -- the bound is tested on a determinant where the maximum is attained
    obtain ⟨j, _, hj⟩ :=
      Finset.exists_mem_eq_sup' (univ_nonempty (α := ι)) (fun j => |h j| / p j)
    have hWj : worstRatio h p = |h j| / p j := hj
    have h1 : τ * |h j| / p j ≤ 1 := hτ j
    rw [le_div_iff₀ hW, hWj, ← mul_div_assoc]
    exact h1
```

Now let the generator vary. If τ is allowed with some generator, then

τ ≤ 1/W ≤ 1/S,

and the heat-bath generator attains 1/S. A generator that allows τ = 1/S must satisfy 1/S ≤ 1/W, so W ≤ S. Together with S ≤ W this gives W = S, and hence the heat-bath distribution.

The theorem `heatBath_optimal` states both facts: 1/S is the greatest time step over all generators, and a generator permits it exactly when it equals `heatBath h`. The auxiliary statement `key` proves the second fact, and the first then uses it to show that 1/S is attained.

```lean
/-- For nonzero couplings, over all generators, the largest time step with every spawning ratio at
most one is the inverse total coupling, and a generator permits this step exactly when it is
heat-bath. -/
theorem heatBath_optimal {h : ι → ℝ} (hh : ∀ j, h j ≠ 0) :
    IsGreatest {τ : ℝ | ∃ p, IsGenerator p ∧ ∀ j, spawnRatio τ h p j ≤ 1}
      (1 / totalCoupling h) ∧
    ∀ p, IsGenerator p →
      ((∀ j, spawnRatio (1 / totalCoupling h) h p j ≤ 1) ↔ p = heatBath h) := by
  have hS := totalCoupling_pos hh
  have key : ∀ p, IsGenerator p →
      ((∀ j, spawnRatio (1 / totalCoupling h) h p j ≤ 1) ↔ p = heatBath h) := by
    intro p hp
    have hle := totalCoupling_le_worstRatio h hp
    rw [← worstRatio_eq_iff_heatBath hh hp]
    constructor
    · intro hb
      have h1 := (largest_time_step hh hp).2 hb
      exact le_antisymm ((one_div_le_one_div hS (lt_of_lt_of_le hS hle)).mp h1) hle
    · intro he
      have h1 := (largest_time_step hh hp).1
      rw [he] at h1
      exact h1
  refine ⟨⟨⟨heatBath h, heatBath_isGenerator hh,
    (key _ (heatBath_isGenerator hh)).mpr rfl⟩, ?_⟩, key⟩
  rintro τ ⟨p, hp, hb⟩
  exact ((largest_time_step hh hp).2 hb).trans
    (one_div_le_one_div_of_le hS (totalCoupling_le_worstRatio h hp))
```

If the bound is dropped, this argument puts no upper limit on τ. Other limits, such as those set by the spectrum of the Hamiltonian, are not part of the model. If a simulation uses one time step for all parents and the bound is required for each of them, the parent with the largest W sets the limit. With heat-bath generation for every parent, this is the parent with the largest S.

## Uniform generation and three couplings in numbers

If N connected determinants are generated uniformly, then p_j = 1/N and each ratio is N|h_j|. The worst ratio is

W = N max_j |h_j|.

Compared with heat-bath generation, the allowed time step is smaller by the factor N max_j |h_j| / S, which is the largest absolute coupling divided by the mean one.

Take couplings 6, −3 and 1, so that S = 10.

- Uniform generation has ratios 18, 9 and 3, and allows τ = 1/18.
- Probabilities 0.5, 0.3 and 0.2 give ratios 12, 10 and 5, and allow τ = 1/12.
- Heat-bath probabilities 0.6, 0.3 and 0.1 give the ratio 10 three times, and allow τ = 1/10.

The formal version of the uniform formula proves two inequalities. One bounds every ratio by N times the largest coupling, and the other evaluates the ratio at a determinant where that coupling is attained. It needs no condition on `h`.

```lean
/-- For uniform generation the worst ratio is the number of connected determinants times
the largest absolute coupling. -/
theorem worstRatio_uniform (h : ι → ℝ) :
    worstRatio h (fun _ => 1 / (Fintype.card ι : ℝ)) =
      (Fintype.card ι : ℝ) * univ.sup' univ_nonempty (fun j => |h j|) := by
  have hr : ∀ j, |h j| / (1 / (Fintype.card ι : ℝ)) = (Fintype.card ι : ℝ) * |h j| := by
    intro j
    rw [div_div_eq_mul_div, div_one, mul_comm]
  unfold worstRatio
  apply le_antisymm
  · refine Finset.sup'_le _ _ (fun j _ => ?_)
    rw [hr j]
    exact mul_le_mul_of_nonneg_left
      (Finset.le_sup' (fun j => |h j|) (Finset.mem_univ j)) (Nat.cast_nonneg _)
  · obtain ⟨j, _, hj⟩ :=
      Finset.exists_mem_eq_sup' (univ_nonempty (α := ι)) (fun j => |h j|)
    rw [hj, ← hr j]
    exact Finset.le_sup' (fun j => |h j| / (1 / (Fintype.card ι : ℝ))) (Finset.mem_univ j)

end

end HeatBathSpawning
```

```lean
#print axioms HeatBathSpawning.worstRatio_eq_iff_proportional
-- 'HeatBathSpawning.worstRatio_eq_iff_proportional' depends on axioms: [propext, Classical.choice, Quot.sound]
#print axioms HeatBathSpawning.heatBath_optimal
-- 'HeatBathSpawning.heatBath_optimal' depends on axioms: [propext, Classical.choice, Quot.sound]
#print axioms HeatBathSpawning.worstRatio_uniform
-- 'HeatBathSpawning.worstRatio_uniform' depends on axioms: [propext, Classical.choice, Quot.sound]
```

## The same bound without division

The requirement can also be modelled as τ|h_j| ≤ p_j, with p_j ≥ 0 and ∑_j p_j = 1. Summing over j gives τS ≤ 1 at once. If S > 0 and τ = 1/S, the inequalities |h_j|/S ≤ p_j have equal sums on both sides, so p_j = |h_j|/S.

This version, argued here by hand only, admits zero couplings as long as at least one coupling is nonzero, and the optimum is then attained with probability zero on the uncoupled determinants. A coupled determinant with p_j = 0 rules out every positive time step, as it should.
